# A real matrix whose energies are all real but not all distinct has a double root in its characteristic polynomial

The theorem `exists_double_root` concerns a finite real `n` by `n` matrix, not assumed symmetric, whose eigenvalues are called energies. If every complex energy is real, but the matrix does not have `n` distinct real energies, then some real number is a root of its characteristic polynomial with multiplicity at least two. The multiplicity is algebraic, and nothing is said about how many independent eigenvectors belong to that root. The attempt asks whether the complex roots of the characteristic polynomial are all different. If they are, they supply `n` distinct real energies, a contradiction; if not, a repeated root is real, and the divisibility by the square of its linear factor is carried back to the real polynomial.

The first attempt, which Lean rejects:

```lean
import Mathlib

open Matrix Polynomial Topology

namespace ExistsDoubleRoot

variable {n : ℕ}

/-- The number `z` is an energy of the matrix `M`: it is an eigenvalue with a nonzero
right eigenvector. -/
def IsEnergy {K : Type*} [Field K] (M : Matrix (Fin n) (Fin n) K) (z : K) : Prop :=
  ∃ v : Fin n → K, v ≠ 0 ∧ M *ᵥ v = z • v

/-- The real `n` by `n` matrix `M` has `n` distinct real energies. -/
def HasDistinctRealEnergies (M : Matrix (Fin n) (Fin n) ℝ) : Prop :=
  ∃ E : Fin n → ℝ, Function.Injective E ∧ ∀ k, IsEnergy M (E k)

/-- The energies are exactly the roots of the characteristic polynomial. -/
theorem isEnergy_iff {K : Type*} [Field K] {M : Matrix (Fin n) (Fin n) K} {z : K} :
    IsEnergy M z ↔ M.charpoly.eval z = 0 := by
  have key : ∀ v, (Matrix.scalar (Fin n) z - M) *ᵥ v = z • v - M *ᵥ v := by
    intro v
    rw [Matrix.sub_mulVec]
    congr 1
    ext i
    simp [Matrix.scalar_apply, Matrix.mulVec_diagonal]
  rw [Matrix.eval_charpoly, ← Matrix.exists_mulVec_eq_zero_iff]
  constructor
  · rintro ⟨v, hv, h⟩
    exact ⟨v, hv, by rw [key, h, sub_self]⟩
  · rintro ⟨v, hv, h⟩
    exact ⟨v, hv, (sub_eq_zero.mp ((key v).symm.trans h)).symm⟩

/-- If all complex energies of a real matrix are real but they are not `n` distinct numbers,
the characteristic polynomial has a real root of multiplicity at least two. -/
theorem exists_double_root {M : Matrix (Fin n) (Fin n) ℝ}
    (hreal : ∀ w : ℂ, IsEnergy (M.map Complex.ofRealHom) w → w.im = 0)
    (hM : ¬ HasDistinctRealEnergies M) :
    ∃ x : ℝ, (X - C x) ^ 2 ∣ M.charpoly := by
  classical
  have hq0 : (M.map Complex.ofRealHom).charpoly ≠ 0 := (Matrix.charpoly_monic _).ne_zero
  have hre : ∀ w : ℂ, w.im = 0 → w = Complex.ofRealHom w.re := fun w h =>
    Complex.ext (by simp) (by simp [h])
  by_cases hnd : (M.map Complex.ofRealHom).charpoly.roots.Nodup
  · -- `n` different complex roots, all real, would be `n` distinct real energies
    exfalso
    have hcard : (M.map Complex.ofRealHom).charpoly.roots.toFinset.card = n := by
      rw [Multiset.toFinset_card_of_nodup hnd,
        Polynomial.splits_iff_card_roots.1 (IsAlgClosed.splits _),
        Matrix.charpoly_natDegree_eq_dim, Fintype.card_fin]
    let e := Finset.equivFinOfCardEq hcard
    have hroot : ∀ k, (M.map Complex.ofRealHom).charpoly.eval (e.symm k : ℂ) = 0 := fun k =>
      (Polynomial.mem_roots hq0).1 (Multiset.mem_toFinset.1 (e.symm k).2)
    have him : ∀ k, (e.symm k : ℂ).im = 0 := fun k => hreal _ (isEnergy_iff.2 (hroot k))
    refine hM ⟨fun k => (e.symm k : ℂ).re, fun i j hij => ?_, fun k => isEnergy_iff.2 ?_⟩
    · exact e.symm.injective (Subtype.ext (Complex.ext hij ((him i).trans (him j).symm)))
    · have h := hroot k
      rw [hre _ (him k), Matrix.charpoly_map, Polynomial.eval_map,
        Polynomial.eval₂_at_apply] at h
      exact Complex.ofReal_eq_zero.1 h
  · -- a repeated complex root is real, and the divisibility descends to real polynomials
    rw [Multiset.nodup_iff_count_le_one, not_forall] at hnd
    obtain ⟨w, hw⟩ := hnd
    rw [Polynomial.count_roots, not_le] at hw
    have hd : (X - C w) ^ 2 ∣ (M.map Complex.ofRealHom).charpoly :=
      (Polynomial.le_rootMultiplicity_iff hq0).1 hw
    have hw0 := Polynomial.dvd_iff_isRoot.1 ((dvd_pow_self _ two_ne_zero).trans hd)
    have hwr := hre w (hreal w (isEnergy_iff.2 hw0))
    refine ⟨w.re, (Polynomial.map_dvd_map' Complex.ofRealHom).1 ?_⟩
    rw [Polynomial.map_pow, Polynomial.map_sub, Polynomial.map_X, Polynomial.map_C, ← hwr,
      ← Matrix.charpoly_map]
    exact hd

end ExistsDoubleRoot
```

The compiler's answer:

```
Main.lean:58:25: error: Tactic `rewrite` failed: motive is not type correct:
  fun _a => eval (Complex.ofRealHom (↑(e.symm k)).re) _a = 0
Error: Application type mismatch: The argument
  e
has type
  ↥(M.map ⇑Complex.ofRealHom).charpoly.roots.toFinset ≃ Fin n
but is expected to have type
  ↥_a.roots.toFinset ≃ Fin n
in the application
  e.symm

Explanation: The rewrite tactic rewrites an expression 'e' using an equality 'a = b' by the following process. First, it looks for all 'a' in 'e'. Second, it tries to abstract these occurrences of 'a' to create a function 'm := fun _a => ...', called the *motive*, with the property that 'm a' is definitionally equal to 'e'. Third, we observe that 'congrArg' implies that 'm a = m b', which can be used with lemmas such as 'Eq.mpr' to change the goal. However, if 'e' depends on specific properties of 'a', then the motive 'm' might not typecheck.

Possible solutions: use rewrite's 'occs' configuration option to limit which occurrences are rewritten, or use 'simp' or 'conv' mode, which have strategies for certain kinds of dependencies (these tactics can handle proofs and 'Decidable' instances whose types depend on the rewritten term, and 'simp' can apply user-defined '@[congr]' theorems as well).

case pos.refine_2
n : ℕ
M : Matrix (Fin n) (Fin n) ℝ
hreal : ∀ (w : ℂ), IsEnergy (M.map ⇑Complex.ofRealHom) w → w.im = 0
hM : ¬HasDistinctRealEnergies M
hq0 : (M.map ⇑Complex.ofRealHom).charpoly ≠ 0
hre : ∀ (w : ℂ), w.im = 0 → w = Complex.ofRealHom w.re
hnd : (M.map ⇑Complex.ofRealHom).charpoly.roots.Nodup
hcard : (M.map ⇑Complex.ofRealHom).charpoly.roots.toFinset.card = n
e : ↥(M.map ⇑Complex.ofRealHom).charpoly.roots.toFinset ≃ Fin n := Finset.equivFinOfCardEq hcard
hroot : ∀ (k : Fin n), eval (↑(e.symm k)) (M.map ⇑Complex.ofRealHom).charpoly = 0
him : ∀ (k : Fin n), (↑(e.symm k)).im = 0
k : Fin n
h : eval (Complex.ofRealHom (↑(e.symm k)).re) (M.map ⇑Complex.ofRealHom).charpoly = 0
⊢ eval ((fun k => (↑(e.symm k)).re) k) M.charpoly = 0
```

Cause. The error is in the case of distinct roots, where an evaluation to zero over ℂ has to be turned into one over ℝ. The first rewrite, with `hre`, succeeds. The next, with `Matrix.charpoly_map`, must replace `(M.map ⇑Complex.ofRealHom).charpoly` everywhere in `h`, and that polynomial occurs there twice: openly, as the polynomial being evaluated, and hidden in the evaluation point, because `e.symm k` is an element of the polynomial's own finite set of roots. When `rw` abstracts both occurrences, `e` would have to be an equivalence from the root set of an arbitrary polynomial `_a`, but its type is fixed to the original one. This is what "motive is not type correct" means here.

The repair proves the step beforehand as `hdesc`, for an arbitrary real `x`. There the evaluation point doesn't depend on the polynomial, so the same rewrites go through. The original place keeps only the rewrite that worked, and `hdesc _ h` then applies the general result to the real part of the root.

As a diff, the version that Lean accepts:

```diff
@@ -42,4 +42,9 @@
   have hre : ∀ w : ℂ, w.im = 0 → w = Complex.ofRealHom w.re := fun w h =>
     Complex.ext (by simp) (by simp [h])
+  have hdesc : ∀ x : ℝ, (M.map Complex.ofRealHom).charpoly.eval (Complex.ofRealHom x) = 0 →
+      M.charpoly.eval x = 0 := by
+    intro x h
+    rw [Matrix.charpoly_map, Polynomial.eval_map, Polynomial.eval₂_at_apply] at h
+    exact Complex.ofReal_eq_zero.1 h
   by_cases hnd : (M.map Complex.ofRealHom).charpoly.roots.Nodup
   · -- `n` different complex roots, all real, would be `n` distinct real energies
@@ -56,7 +61,6 @@
     · exact e.symm.injective (Subtype.ext (Complex.ext hij ((him i).trans (him j).symm)))
     · have h := hroot k
-      rw [hre _ (him k), Matrix.charpoly_map, Polynomial.eval_map,
-        Polynomial.eval₂_at_apply] at h
-      exact Complex.ofReal_eq_zero.1 h
+      rw [hre _ (him k)] at h
+      exact hdesc _ h
   · -- a repeated complex root is real, and the divisibility descends to real polynomials
     rw [Multiset.nodup_iff_count_le_one, not_forall] at hnd
```
